# The exact core strength at which a screened l = 3 model potential gains a negative inner well

Search for a well at radii beyond r = 3 in the potential below, and you find one whether or not there is a second well close to the nucleus. The presence of that outer well therefore does not distinguish an f electron with only a diffuse region available from one that also has a compact region. In Hartree atomic units the potential is

V(r) = 6/r² − 1/r − A exp(−2r)/r,  r > 0,

where A is the strength of the core attraction. For 0 ≤ A < e⁶ the outer well is always present, and a negative inner well, at r < 3, exists exactly when A exceeds a critical value A_c ≈ 29.8. This bears on the double-well picture of 4f orbital collapse in the lanthanides, within a one-electron, non-relativistic model with a fixed screening length.

## The potential and its wells

```lean
import Mathlib

open Set

namespace ScreenedFShell

noncomputable section
```

Mathlib supplies real analysis. Opening `Set` gives short names for intervals: `Ioo 0 3` is (0, 3), `Ioc 0 3` is (0, 3], `Icc p q` is [p, q] and `Ioi 3` is (3, ∞).

```lean
/-- Effective radial potential for `l = 3`: centrifugal term, Coulomb tail and a screened
core attraction of strength `A`. -/
def potential (A r : ℝ) : ℝ := 6 / r ^ 2 - 1 / r - A * Real.exp (-2 * r) / r
```

In Hartree atomic units the centrifugal term l(l+1)/(2r²) is 6/r² for l = 3. The term −1/r is the attraction of a singly charged ion seen from far away. The last term is the extra attraction felt inside the core. Near the nucleus the two attractions add up to −(1 + A)/r, so A = 56 corresponds to nuclear charge 57, that of lanthanum. The decay constant 2 is a postulated inverse screening length, not derived from a core density. With this fixed value, A_c ≈ 29.8 corresponds to a nuclear charge of about 31, far below the lanthanides, so A_c is not a prediction of where 4f collapse sets in.

Lean's `potential A` is a function on all real numbers, but every region used below lies in r > 0.

```lean
/-- The potential has a local minimum of negative energy at some radius in the region `s`. -/
def HasNegativeWell (A : ℝ) (s : Set ℝ) : Prop :=
  ∃ r ∈ s, IsLocalMin (potential A) r ∧ potential A r < 0
```

This defines a statement about A and a region s: some r in s is a local minimum of V, and V(r) < 0. The minimum need not be strict. The definition concerns the shape of the potential; it does not say that the well holds a bound state.

A different model would count any local minimum, whatever its sign. That would lower the threshold: at A = A_c the potential already has a minimum of value zero in (0, 3), and a slightly weaker core leaves a minimum whose value is small and positive.

```lean
/-- The radius `3 - √6`. -/
def criticalRadius : ℝ := 3 - Real.sqrt 6

/-- The core strength at which the potential vanishes at the critical radius. -/
def criticalStrength : ℝ :=
  (6 - criticalRadius) / criticalRadius * Real.exp (2 * criticalRadius)
```

These are r_c = 3 − √6 ≈ 0.551 and

A_c = ((6 − r_c)/r_c) exp(2r_c) ≈ 29.8.

To see where they come from, note that for 0 < r ≤ 3 the condition V(r) < 0 reads A > g(r), with g(r) = (6 − r) exp(2r)/r. Setting the logarithmic derivative of g to zero gives

2 − 1/r − 1/(6 − r) = 0, hence r² − 6r + 3 = 0.

The root in (0, 3] is r_c. There g takes its smallest value on the interval, g(r_c) = A_c, so V is negative somewhere in (0, 3] exactly when A > A_c.

## Reading the sign of V

```lean
/-- For `r ≠ 0`, `r ^ 2` times the potential equals `6 - r - A r exp (-2r)`. -/
theorem sq_mul_potential (A : ℝ) {r : ℝ} (hr : r ≠ 0) :
    r ^ 2 * potential A r = 6 - r - A * (r * Real.exp (-2 * r)) := by
  unfold potential
  generalize Real.exp (-2 * r) = E
  field_simp
```

Multiplying by r² gives

r² V(r) = 6 − r − A r exp(−2r).

The hypothesis `r ≠ 0` permits the cancellation, which `field_simp` carries out.

```lean
lemma potential_pos {A r : ℝ} (hr : 0 < r)
    (h : A * (r * Real.exp (-2 * r)) < 6 - r) : 0 < potential A r := by
  have h1 := sq_mul_potential A hr.ne'
  by_contra hn
  have h2 := mul_nonneg (sq_nonneg r) (neg_nonneg.mpr (not_lt.mp hn))
  linarith

lemma potential_neg {A r : ℝ} (hr : 0 < r)
    (h : 6 - r < A * (r * Real.exp (-2 * r))) : potential A r < 0 := by
  have h1 := sq_mul_potential A hr.ne'
  by_contra hn
  have h2 := mul_nonneg (sq_nonneg r) (not_lt.mp hn)
  linarith
```

Since r² > 0, V(r) is positive if A r exp(−2r) < 6 − r, and negative if the inequality is reversed. Both proofs assume the opposite sign (`by_contra`), multiply by r², and let `linarith`, which combines linear inequalities, find the contradiction.

```lean
lemma criticalRadius_spec : 0 < criticalRadius ∧ criticalRadius < 1 ∧
    criticalRadius ^ 2 = 6 * criticalRadius - 3 := by
  have h := Real.sq_sqrt (show (0 : ℝ) ≤ 6 by norm_num)
  have h0 := Real.sqrt_nonneg 6
  unfold criticalRadius
  refine ⟨by nlinarith, by nlinarith, by linarith [h, sq (3 - Real.sqrt 6),
    show (3 - Real.sqrt 6) ^ 2 = 9 - 6 * Real.sqrt 6 + Real.sqrt 6 ^ 2 by ring]⟩
```

This records 0 < r_c < 1 and r_c² = 6r_c − 3. The rest of the argument uses only these facts about r_c.

```lean
/-- The potential is positive at `r = 3` exactly when the core strength is below `e ^ 6`. -/
theorem barrier_iff (A : ℝ) : 0 < potential A 3 ↔ A < Real.exp 6 := by
  have h1 := sq_mul_potential A (show (3 : ℝ) ≠ 0 by norm_num)
  have hE : Real.exp (-2 * 3) * Real.exp 6 = 1 := by
    rw [← Real.exp_add, Real.exp_eq_one_iff]; norm_num
  have hF := Real.exp_pos (-2 * 3)
  have h2 : 3 * potential A 3 = Real.exp (-2 * 3) * (Real.exp 6 - A) := by
    linear_combination (1 / 3) * h1 - hE
  constructor
  · intro h
    have h3 : 0 < Real.exp (-2 * 3) * (Real.exp 6 - A) := by linarith
    linarith [(mul_pos_iff_of_pos_left hF).mp h3]
  · intro h
    have h3 := mul_pos hF (sub_pos.mpr h)
    linarith
```

At r = 3 the sign formula becomes 9V(3) = 3 − 3A exp(−6), or

3V(3) = exp(−6) (e⁶ − A).

V(3) is therefore positive exactly when A < e⁶ ≈ 403. The symbol `↔` means "if and only if", and `constructor` splits the proof into its two directions.

## No negative values up to the critical strength

```lean
/-- Up to the critical core strength, the potential is nowhere negative on `(0, 3]`. -/
theorem inner_nonneg {A r : ℝ} (hA : A ≤ criticalStrength) (hr : 0 < r) (hr3 : r ≤ 3) :
    0 ≤ potential A r := by
  obtain ⟨c0, c1, c2⟩ := criticalRadius_spec
  have hb : criticalStrength * (r * Real.exp (-2 * r)) ≤ 6 - r := by
    unfold criticalStrength
    generalize criticalRadius = c at *
    -- the elementary bound `(1 + t)² ≤ exp (2t)` with `t = r - c`
    have hH : (r - c + 1) ^ 2 ≤ Real.exp (r - c) ^ 2 :=
      pow_le_pow_left₀ (by linarith) (Real.add_one_le_exp _) 2
    have hid : c * (6 - r) * (r - c + 1) ^ 2 - (6 - c) * r
        = c * (r - c) ^ 2 * (4 - r) := by
      linear_combination (-2 * (r - c)) * c2
    have hpos : 0 ≤ c * (r - c) ^ 2 * (4 - r) :=
      mul_nonneg (mul_nonneg c0.le (sq_nonneg _)) (by linarith)
    have hmul := mul_le_mul_of_nonneg_left hH
      (mul_nonneg c0.le (show 0 ≤ 6 - r by linarith))
    have key : (6 - c) * r ≤ c * (6 - r) * Real.exp (r - c) ^ 2 := by linarith
    have hG : Real.exp (2 * c) * Real.exp (-2 * r) * Real.exp (r - c) ^ 2 = 1 := by
      rw [sq, ← Real.exp_add, ← Real.exp_add, ← Real.exp_add, Real.exp_eq_one_iff]
      ring
    have hGp := mul_pos (Real.exp_pos (2 * c)) (Real.exp_pos (-2 * r))
    have h3 := mul_le_mul_of_nonneg_left key hGp.le
    have h4 : Real.exp (2 * c) * Real.exp (-2 * r) * (c * (6 - r) * Real.exp (r - c) ^ 2)
        = (6 - r) * c := by
      linear_combination (c * (6 - r)) * hG
    calc (6 - c) / c * Real.exp (2 * c) * (r * Real.exp (-2 * r))
        = (Real.exp (2 * c) * Real.exp (-2 * r) * ((6 - c) * r)) / c := by ring
      _ ≤ 6 - r := by
        rw [div_le_iff₀ c0]
        linarith
  have hm := mul_le_mul_of_nonneg_right hA (mul_pos hr (Real.exp_pos (-2 * r))).le
  by_contra hn
  have h1 := sq_mul_potential A hr.ne'
  have h2 := mul_pos (pow_pos hr 2) (neg_pos.mpr (not_le.mp hn))
  linarith
```

The claim is V(r) ≥ 0 for A ≤ A_c and 0 < r ≤ 3. Write c = r_c and t = r − c. For A = A_c the required inequality A_c r exp(−2r) ≤ 6 − r is equivalent to

(6 − c) r ≤ c (6 − r) exp(2t).

Because t > −1, squaring exp(t) ≥ 1 + t gives exp(2t) ≥ (1 + t)², which is `hH`. It remains to compare polynomials. Expanding, and using c(6 − r) − (6 − c)r = −6t, one finds

c(6 − r)(1 + t)² − (6 − c)r − c t²(4 − r) = 2t(6c − c² − 3) = 0,

so that

c(6 − r)(1 + t)² − (6 − c)r = c t²(4 − r) ≥ 0.

That identity is `hid`, the sign is `hpos`, and their combination with `hH` is `key`. The `calc` block restores the exponentials and divides by c. Replacing A_c by a smaller A only lowers the left side of the required inequality, since r exp(−2r) > 0.

## From a low point to a local minimum

```lean
/-- If the potential is negative at `x` and lower there than at two enclosing radii `p` and
`q`, then it has a negative well between them. -/
theorem well_between {A p x q : ℝ} (hp : 0 < p) (hpx : p < x) (hxq : x < q)
    (hx : potential A x < 0) (h1 : potential A x < potential A p)
    (h2 : potential A x < potential A q) : HasNegativeWell A (Ioo p q) := by
  have hc : ContinuousOn (potential A) (Icc p q) := by
    intro y hy
    have hy0 : 0 < y := lt_of_lt_of_le hp hy.1
    apply ContinuousAt.continuousWithinAt
    unfold potential
    fun_prop (disch := positivity)
  obtain ⟨m, hm, hmin⟩ := isCompact_Icc.exists_isMinOn ⟨x, hpx.le, hxq.le⟩ hc
  have hmx : potential A m ≤ potential A x := hmin ⟨hpx.le, hxq.le⟩
  -- the minimum over the closed interval is not at an end point
  have hmp : p < m := lt_of_le_of_ne hm.1 (by rintro rfl; linarith)
  have hmq : m < q := lt_of_le_of_ne hm.2 (by rintro rfl; linarith)
  exact ⟨m, ⟨hmp, hmq⟩, hmin.isLocalMin (Icc_mem_nhds hmp hmq), by linarith⟩
```

Suppose 0 < p < x < q, V(x) < 0, and V(x) lies below both V(p) and V(q). V is continuous on [p, q], so it attains a minimum there at some m. Since V(m) ≤ V(x), m is neither p nor q. It is therefore an interior point, hence a local minimum, with V(m) ≤ V(x) < 0. In Lean, `isCompact_Icc.exists_isMinOn` provides m, while `hmp` and `hmq` exclude the ends.

## The criterion

```lean
/-- For core strengths `0 ≤ A < e ^ 6` the potential is positive at `r = 3` and has a negative well
beyond it; a negative inner well exists exactly when `A` exceeds the critical strength. -/
theorem double_well_criterion {A : ℝ} (hA : 0 ≤ A) (hA6 : A < Real.exp 6) :
    0 < potential A 3 ∧ HasNegativeWell A (Ioi 3) ∧
      (HasNegativeWell A (Ioo 0 3) ↔ criticalStrength < A) := by
  have hb := (barrier_iff A).mpr hA6
  refine ⟨hb, ?_, ?_, ?_⟩
  · -- outer well: compare `r = 12` with `r = 3` and with a more distant point
    have e12 := sq_mul_potential A (show (12 : ℝ) ≠ 0 by norm_num)
    have p12 := mul_nonneg hA (mul_pos (show (0 : ℝ) < 12 by norm_num)
      (Real.exp_pos (-2 * 12))).le
    have h12 : potential A 12 ≤ -1 / 24 := by linarith
    obtain ⟨q, hq⟩ : ∃ q : ℝ, q = 24 * (1 + A) + 1 := ⟨_, rfl⟩
    have hq0 : 0 < q := by linarith
    have hfar : -1 / 24 < potential A q := by
      have eq := sq_mul_potential A hq0.ne'
      have hexp : Real.exp (-2 * q) ≤ 1 := Real.exp_le_one_iff.mpr (by linarith)
      have h5 := mul_le_mul_of_nonneg_left hexp (mul_nonneg hA hq0.le)
      have h6 : q * q = q * (24 * (1 + A) + 1) := congrArg (q * ·) hq
      by_contra hn
      have h7 := mul_le_mul_of_nonneg_left (not_lt.mp hn) (sq_nonneg q)
      linarith
    obtain ⟨m, hm, h⟩ := well_between (A := A) (p := 3) (x := 12) (q := q) (by norm_num)
      (by norm_num) (by linarith) (by linarith) (by linarith) (by linarith)
    exact ⟨m, hm.1, h⟩
  · rintro ⟨r, hr, -, hneg⟩
    by_contra hn
    linarith [inner_nonneg (not_lt.mp hn) hr.1 hr.2.le]
  · intro hc
    obtain ⟨c0, c1, -⟩ := criticalRadius_spec
    have hS : 0 < criticalStrength :=
      mul_pos (div_pos (by linarith) c0) (Real.exp_pos _)
    have hA0 : 0 < A := hS.trans hc
    have heq : criticalStrength * (criticalRadius * Real.exp (-2 * criticalRadius))
        = 6 - criticalRadius := by
      have e : Real.exp (2 * criticalRadius) * Real.exp (-2 * criticalRadius) = 1 := by
        rw [← Real.exp_add, Real.exp_eq_one_iff]; ring
      have d := div_mul_cancel₀ (6 - criticalRadius) c0.ne'
      unfold criticalStrength
      calc _ = (6 - criticalRadius) / criticalRadius * criticalRadius *
            (Real.exp (2 * criticalRadius) * Real.exp (-2 * criticalRadius)) := by ring
        _ = _ := by rw [d, e, mul_one]
    have hneg : potential A criticalRadius < 0 := by
      apply potential_neg c0
      rw [← heq]
      exact mul_lt_mul_of_pos_right hc (mul_pos c0 (Real.exp_pos _))
    -- close to the nucleus the centrifugal term wins
    obtain ⟨p, hp⟩ : ∃ p : ℝ, p = criticalRadius / (1 + A) := ⟨_, rfl⟩
    have hp0 : 0 < p := by rw [hp]; positivity
    have hpc : p * (1 + A) = criticalRadius := by
      rw [hp]; exact div_mul_cancel₀ _ (by linarith)
    have hpA := mul_pos hp0 hA0
    have hnear : 0 < potential A p := by
      apply potential_pos hp0
      have hexp : Real.exp (-2 * p) ≤ 1 := Real.exp_le_one_iff.mpr (by linarith)
      have h5 := mul_le_mul_of_nonneg_left hexp hpA.le
      linarith
    obtain ⟨m, hm, h⟩ := well_between hp0 (by linarith) (show criticalRadius < 3 by linarith)
      hneg (by linarith) (by linarith)
    exact ⟨m, ⟨hp0.trans hm.1, hm.2⟩, h⟩
```

For 0 ≤ A < e⁶ the theorem states three things: V(3) > 0, a negative well exists in (3, ∞), and one exists in (0, 3) if and only if A > A_c.

For the outer well, take x = 12. Then 144V(12) = −6 − 12A exp(−24) ≤ −6, so V(12) ≤ −1/24. Put q = 24(1 + A) + 1. Since exp(−2q) ≤ 1,

q² V(q) ≥ 6 − (1 + A)q > −q²/24,

so V(q) > −1/24. With V(3) > 0 on the other side, `well_between` gives a well in (3, q).

For the inner well, suppose first that one exists. If A ≤ A_c, its negative value contradicts `inner_nonneg`. Conversely, suppose A > A_c. By the definition of A_c,

A_c r_c exp(−2r_c) = 6 − r_c,

so the larger A makes V(r_c) < 0. Take p = r_c/(1 + A), which is smaller than r_c. There

p + A p exp(−2p) ≤ (1 + A)p = r_c < 6,

so V(p) > 0: the centrifugal term wins. The barrier V(3) > 0 closes the other side, and `well_between` applies again.

## A = 56, and a simpler sufficient bound

```lean
/-- For `A = 56` the potential is positive at `r = 3` and has a negative well on each side. -/
theorem double_well_56 : 0 < potential 56 3 ∧ HasNegativeWell 56 (Ioo 0 3) ∧
    HasNegativeWell 56 (Ioi 3) := by
  have h6 : (56 : ℝ) < Real.exp 6 := by
    have h2 : (2 : ℝ) ≤ Real.exp 1 := by linarith [Real.add_one_le_exp (1 : ℝ)]
    have h3 := pow_le_pow_left₀ (by norm_num) h2 6
    have h4 : Real.exp 1 ^ 6 = Real.exp 6 := by
      rw [← Real.exp_nat_mul]; norm_num
    rw [h4] at h3
    linarith
  have hneg : potential 56 (1 / 2) < 0 := by
    apply potential_neg (by norm_num)
    have hE : Real.exp (-2 * (1 / 2)) * Real.exp 1 = 1 := by
      rw [← Real.exp_add, Real.exp_eq_one_iff]; norm_num
    have h := mul_pos (Real.exp_pos (-2 * (1 / 2))) (sub_pos.mpr Real.exp_one_lt_d9)
    linarith
  have hc : criticalStrength < 56 := by
    by_contra hn
    linarith [inner_nonneg (not_lt.mp hn) (show (0 : ℝ) < 1 / 2 by norm_num) (by norm_num)]
  obtain ⟨a, b, c⟩ := double_well_criterion (by norm_num) h6
  exact ⟨a, c.mpr hc, b⟩
```

For A = 56 there is a barrier at r = 3 and a negative well on each side. From e ≥ 2 we get e⁶ ≥ 64 > 56. At r = 1/2,

6 − 1/2 = 5.5 < 28/e ≈ 10.3,

so V(1/2) < 0. By `inner_nonneg` this is impossible if 56 ≤ A_c, so 56 > A_c and the criterion gives both wells.

```lean
/-- For core strengths below `6e` the potential is positive on all of `(0, 3]`, and there is
no negative inner well. -/
theorem no_inner_well_of_lt {A : ℝ} (hA : A < 6 * Real.exp 1) :
    (∀ r ∈ Ioc (0 : ℝ) 3, 0 < potential A r) ∧ ¬ HasNegativeWell A (Ioo 0 3) := by
  have hpos : ∀ r ∈ Ioc (0 : ℝ) 3, 0 < potential A r := by
    rintro r ⟨hr, hr3⟩
    apply potential_pos hr
    -- `r exp (-2r)` is at most `1 / (2e)`
    have h1 : 2 * r ≤ Real.exp (2 * r - 1) := by linarith [Real.add_one_le_exp (2 * r - 1)]
    have hE : Real.exp 1 * Real.exp (-2 * r) * Real.exp (2 * r - 1) = 1 := by
      rw [← Real.exp_add, ← Real.exp_add, Real.exp_eq_one_iff]; ring
    have h2 := mul_le_mul_of_nonneg_left h1
      (mul_pos (Real.exp_pos 1) (Real.exp_pos (-2 * r))).le
    have h3 := mul_lt_mul_of_pos_right hA (mul_pos hr (Real.exp_pos (-2 * r)))
    linarith
  refine ⟨hpos, ?_⟩
  rintro ⟨r, hr, -, hneg⟩
  linarith [hpos r ⟨hr.1, hr.2.le⟩]

end

end ScreenedFShell
```

If A < 6e ≈ 16.3, then V > 0 on all of (0, 3], and no negative inner well exists. Negative A is allowed here. From exp(2r − 1) ≥ 2r we get r exp(−2r) ≤ 1/(2e), and therefore

A r exp(−2r) < 3 ≤ 6 − r.

The bound 6e is sufficient but not sharp: between 6e and A_c there is still no negative inner well.

In a radial code the same sign test can be run on the grid. Tabulate r²V(r), which stays finite near the nucleus, and look for sign changes on both sides of the barrier; they mark the classical turning points at zero energy. With a local self-consistent potential in place of the model terms the signs can be read in the same way, but the value of A_c no longer applies. In either case the sign test does not say whether an orbital settles in the inner well; solving the radial equation answers that.

```lean
#print axioms ScreenedFShell.double_well_56
#print axioms ScreenedFShell.no_inner_well_of_lt
```

```
'ScreenedFShell.double_well_56' depends on axioms: [propext, Classical.choice, Quot.sound]
'ScreenedFShell.no_inner_well_of_lt' depends on axioms: [propext, Classical.choice, Quot.sound]
```
